# Probabilistic error cancellation with ±1 readouts: mean $M$ and single-shot variance $g^2-M^2$

A noisy quantum processor cannot run the ideal circuit, but it can run a finite set of noisy circuits, labelled by $i$. Suppose that the ideal expectation value of an observable with outcomes $\pm1$ is known to be a combination $M=\sum_i q_i m_i$, where $m_i$ is the mean readout of circuit $i$ and the $q_i$ are real coefficients. Some $q_i$ are usually negative, so they cannot serve as probabilities for choosing a circuit. Probabilistic error cancellation samples with their absolute values and restores the signs afterwards. What does this cost in statistical noise?

## The estimator and its variance

Let $g=\sum_i|q_i|>0$ and $|m_i|\le1$. Draw circuit $i$ with probability $p_i=|q_i|/g$, read out $X_i=\pm1$, and record $g\,\mathrm{sign}(q_i)X_i$. The recorded value has mean $M$ and variance $g^2-M^2$.

A $\pm1$ variable with mean $m_i$ takes its two values with probabilities $(1\pm m_i)/2$. These add to $1$, and their difference is $m_i$. If a shot records $a_iX_i$, then, since $X_i^2=1$,

$$\text{mean}=\sum_i p_ia_im_i,\qquad \text{second moment}=\sum_i p_ia_i^2 .$$

For $a_i=g\,\mathrm{sign}(q_i)$ we have $p_ia_i=|q_i|\,\mathrm{sign}(q_i)=q_i$, so the mean is $M$. Also $p_ia_i^2=q_i\,g\,\mathrm{sign}(q_i)=g|q_i|$, which sums to $g^2$. The variance is the second moment minus the squared mean, $g^2-M^2$.

Take $q=(\tfrac32,-\tfrac12)$ and $m=(0.8,\,0.4)$. Then $g=2$, $M=1.2-0.2=1$ and $p=(\tfrac34,\tfrac14)$. The value $+2$ is recorded with probability $0.75\cdot0.9+0.25\cdot0.3=0.75$, and $-2$ otherwise. The mean is $2(0.75-0.25)=1$ and the variance is $4-1=3$.

## Other sampling distributions

Let $p$ now be any probability distribution with $p_i\ne0$ wherever $q_i\neq0$, and record $(q_i/p_i)X_i$. The mean is still $M$, because $p_i(q_i/p_i)=q_i$. Expanding $p_i(|q_i/p_i|-g)^2\ge0$ gives

$$p_i(q_i/p_i)^2\ \ge\ 2g|q_i|-g^2p_i .$$

Summed over $i$, the right side is $2g^2-g^2=g^2$, so the variance is at least $g^2-M^2$. In the example, uniform sampling records $\pm3$ or $\pm1$, with second moment $5$ and variance $4$ instead of $3$.

The support condition matters. In the same example, take $p=(1,0)$, so that the second circuit is never run and each shot records $\tfrac32X_1$. The mean is $1.2$ although $M=1$, and the variance is $2.25-1.44=0.81$, below $g^2-M^2=3$.

## Averaging independent shots

Let one shot have mean $\mu$ and second moment $s$. The sum of $n$ independent shots has mean $n\mu$ and second moment $ns+n(n-1)\mu^2$. Both hold for $n=0$, and adding a shot changes the second moment to

$$s+2\mu\,(n\mu)+ns+n(n-1)\mu^2=(n+1)s+(n+1)n\mu^2 .$$

With $\mu=M$ and $s=g^2$, the average of $n>0$ shots has mean $M$ and variance

$$\frac{ng^2+n(n-1)M^2}{n^2}-M^2=\frac{g^2-M^2}{n}.$$

For a single $\pm1$ observable, exactly known $q_i$ and independent shots, a standard error $\varepsilon$ therefore takes about $(g^2-M^2)/\varepsilon^2$ shots. This is relevant when a molecular energy is estimated from Pauli measurements.

## Shots as a finite probability space

In the Lean file, `ι` is the finite set of circuits, while `Ω` and `κ` are general finite outcome sets.

```lean
import Mathlib

open Finset

namespace ProbabilisticErrorCancellation

noncomputable section

variable {ι Ω κ : Type*} [Fintype ι] [Fintype Ω] [Fintype κ]
```

Mean and variance are weighted sums, defined for any real weights.

```lean
/-- The mean of `f` under the weights `P`. -/
def mean (P f : Ω → ℝ) : ℝ := ∑ x, P x * f x

/-- The variance of `f` under the weights `P`. -/
def variance (P f : Ω → ℝ) : ℝ := ∑ x, P x * (f x - mean P f) ^ 2
```

A shot is a pair `(i, b)` of a circuit and a Boolean readout, where `true` stands for $+1$.

```lean
/-- The value `+1` or `-1` of a binary readout. -/
def outcome (b : Bool) : ℝ := if b then 1 else -1

/-- The weight of the shot `x = (i, b)`: circuit `i` is drawn with weight `p i`, and its `±1`
readout, which has mean `m i`, takes the particular value `outcome b`. -/
def shotProb (p m : ι → ℝ) (x : ι × Bool) : ℝ :=
  p x.1 * ((1 + outcome x.2 * m x.1) / 2)

/-- The number recorded in one shot: the readout times a factor `a i` set by the circuit. -/
def signal (a : ι → ℝ) (x : ι × Bool) : ℝ := a x.1 * outcome x.2
```

The next definitions are $g$, the sampling probabilities and the recorded value. Quantum states and noise channels do not appear: `q` and `m` are given real numbers, and the identity between $M$ and the ideal expectation value is an assumption about the device.

```lean
/-- The sum `g` of the absolute values of the coefficients `q i`. -/
def cost (q : ι → ℝ) : ℝ := ∑ i, |q i|

/-- The sampling probabilities `|q i| / g`. -/
def pecProb (q : ι → ℝ) (i : ι) : ℝ := |q i| / cost q

/-- The recorded value `g sign(q i) X i`. -/
def pecSignal (q : ι → ℝ) : ι × Bool → ℝ :=
  signal (fun i => cost q * Real.sign (q i))
```

Independence is expressed by a product of weights over a sequence of `n` shots.

```lean
/-- The joint probability of `n` independent shots. -/
def repeated (P : Ω → ℝ) (n : ℕ) (ω : Fin n → Ω) : ℝ := ∏ k, P (ω k)
```

## Moments of one shot

The variance formula comes from expanding the square about an arbitrary constant `c`, then setting `c` to the mean and the total weight to one.

```lean
/-- For normalised weights the variance is the second moment minus the squared mean. -/
theorem variance_eq (P f : Ω → ℝ) (hP : ∑ x, P x = 1) :
    variance P f = mean P (fun x => f x ^ 2) - mean P f ^ 2 := by
  have key : ∀ c : ℝ, ∑ x, P x * (f x - c) ^ 2
      = ∑ x, P x * f x ^ 2 - 2 * c * ∑ x, P x * f x + c ^ 2 * ∑ x, P x := by
    intro c
    rw [mul_sum, mul_sum, ← sum_sub_distrib, ← sum_add_distrib]
    exact sum_congr rfl fun x _ => by ring
  rw [variance, key, hP]
  simp only [mean]
  ring
```

The sums over pairs split into a sum over circuits and the two readouts, after which `ring` checks each term.

```lean
/-- Total weight, mean and second moment of a single shot that records `a i X i`. -/
theorem shot_moments (p m a : ι → ℝ) :
    ∑ x, shotProb p m x = ∑ i, p i ∧
    mean (shotProb p m) (signal a) = ∑ i, p i * a i * m i ∧
    mean (shotProb p m) (fun x => signal a x ^ 2) = ∑ i, p i * a i ^ 2 := by
  have ht : outcome true = 1 := by simp [outcome]
  have hf : outcome false = -1 := by simp [outcome]
  refine ⟨?_, ?_, ?_⟩ <;>
    simp only [mean, shotProb, signal, Fintype.sum_prod_type, Fintype.sum_bool, ht, hf] <;>
    exact sum_congr rfl fun i _ => by ring
```

The main theorem states four things: the shot weights are nonnegative, they sum to one, the mean is $M$, and the variance is $g^2-M^2$. The hypothesis `hm` is used only for nonnegativity. Inside the proof, `hs` holds the two sign identities, `e` cancels $g$, and `linear_combination` assembles them into the termwise equalities derived above.

```lean
/-- Probabilistic error cancellation: the shots form a probability distribution, and the
recorded value has mean `M = ∑ q i m i` and variance `g² - M²`. -/
theorem pec_mean_variance (q m : ι → ℝ) (hg : 0 < cost q) (hm : ∀ i, |m i| ≤ 1) :
    (∀ x, 0 ≤ shotProb (pecProb q) m x) ∧
    ∑ x, shotProb (pecProb q) m x = 1 ∧
    mean (shotProb (pecProb q) m) (pecSignal q) = ∑ i, q i * m i ∧
    variance (shotProb (pecProb q) m) (pecSignal q)
      = cost q ^ 2 - (∑ i, q i * m i) ^ 2 := by
  have hs : ∀ x : ℝ, |x| * Real.sign x = x ∧ x * Real.sign x = |x| := by
    intro x
    rcases lt_trichotomy x 0 with h | h | h
    · simp [Real.sign_of_neg h, abs_of_neg h]
    · simp [h]
    · simp [Real.sign_of_pos h, abs_of_pos h]
  have e : ∀ i, |q i| / cost q * cost q = |q i| := fun i => div_mul_cancel₀ _ hg.ne'
  obtain ⟨h0, h1, h2⟩ := shot_moments (pecProb q) m (fun i => cost q * Real.sign (q i))
  have hone : ∑ x, shotProb (pecProb q) m x = 1 := by
    rw [h0]
    simp only [pecProb]
    rw [← sum_div]
    exact div_self hg.ne'
  -- the sign restores the coefficient `q i` in the mean
  have hmean : mean (shotProb (pecProb q) m) (pecSignal q) = ∑ i, q i * m i := by
    refine h1.trans (sum_congr rfl fun i _ => ?_)
    simp only [pecProb]
    linear_combination Real.sign (q i) * m i * e i + m i * (hs (q i)).1
  -- and drops out of the second moment
  have hsq : mean (shotProb (pecProb q) m) (fun x => pecSignal q x ^ 2) = cost q ^ 2 := by
    have h3 : ∑ i, pecProb q i * (cost q * Real.sign (q i)) ^ 2
        = ∑ i, cost q * |q i| := by
      refine sum_congr rfl fun i _ => ?_
      simp only [pecProb]
      linear_combination cost q * Real.sign (q i) ^ 2 * e i
        + cost q * Real.sign (q i) * (hs (q i)).1 + cost q * (hs (q i)).2
    refine (h2.trans h3).trans ?_
    rw [← mul_sum, sq]
    rfl
  refine ⟨fun x => ?_, hone, hmean, ?_⟩
  · have hb := abs_le.mp (hm x.1)
    refine mul_nonneg (div_nonneg (abs_nonneg _) hg.le) ?_
    cases hx : x.2 <;> simp only [outcome] <;> norm_num <;> linarith [hb.1, hb.2]
  · rw [variance_eq _ _ hone, hmean, hsq]
```

## The lower bound on the variance

Here `hsupp` is the support condition. The comparison covers estimators of the form $(q_i/p_i)X_i$ only. The step `hq` gives $p_i(q_i/p_i)=q_i$, and `hle` is the summed inequality.

```lean
/-- Any sampling distribution `p` that covers the support of `q`, with recorded value
`(q i / p i) X i`, has mean `M` and variance at least `g² - M²`. -/
theorem pec_sampling_optimal (q m p : ι → ℝ) (hp : ∀ i, 0 ≤ p i) (hsum : ∑ i, p i = 1)
    (hsupp : ∀ i, q i ≠ 0 → p i ≠ 0) :
    mean (shotProb p m) (signal fun i => q i / p i) = ∑ i, q i * m i ∧
    cost q ^ 2 - (∑ i, q i * m i) ^ 2
      ≤ variance (shotProb p m) (signal fun i => q i / p i) := by
  have hq : ∀ i, p i * (q i / p i) = q i := by
    intro i
    by_cases h : q i = 0
    · simp [h]
    · exact mul_div_cancel₀ _ (hsupp i h)
  obtain ⟨h0, h1, h2⟩ := shot_moments p m (fun i => q i / p i)
  have hmean : mean (shotProb p m) (signal fun i => q i / p i) = ∑ i, q i * m i :=
    h1.trans (sum_congr rfl fun i _ => by rw [hq i])
  refine ⟨hmean, ?_⟩
  rw [variance_eq _ _ (h0.trans hsum), hmean, h2]
  -- sum the inequality `p (|q / p| - g)² ≥ 0` over the circuits
  have hle : ∑ i, (2 * cost q * |q i| - cost q ^ 2 * p i) ≤ ∑ i, p i * (q i / p i) ^ 2 := by
    refine sum_le_sum fun i _ => ?_
    have ha : p i * |q i / p i| = |q i| := by
      have h := congrArg abs (hq i)
      rwa [abs_mul, abs_of_nonneg (hp i)] at h
    have hn := mul_nonneg (hp i) (sq_nonneg (|q i / p i| - cost q))
    rw [← ha, ← sq_abs (q i / p i)]
    linarith
  rw [sum_sub_distrib, ← mul_sum, ← mul_sum, hsum] at hle
  change 2 * cost q * cost q - cost q ^ 2 * 1 ≤ _ at hle
  linarith
```

## Repeated shots

The first lemma multiplies out the moments of a sum $f+S$ under product weights.

```lean
/-- Total weight, mean and second moment of the sum of two independent quantities. -/
theorem pair_moments (P f : Ω → ℝ) (W S : κ → ℝ) :
    ∑ x, ∑ y, P x * W y = (∑ x, P x) * ∑ y, W y ∧
    ∑ x, ∑ y, P x * W y * (f x + S y)
      = (∑ x, P x * f x) * (∑ y, W y) + (∑ x, P x) * ∑ y, W y * S y ∧
    ∑ x, ∑ y, P x * W y * (f x + S y) ^ 2
      = (∑ x, P x * f x ^ 2) * (∑ y, W y) + 2 * ((∑ x, P x * f x) * ∑ y, W y * S y)
        + (∑ x, P x) * ∑ y, W y * S y ^ 2 := by
  refine ⟨by rw [sum_mul_sum], ?_, ?_⟩
  · rw [sum_mul_sum, sum_mul_sum]
    simp only [← sum_add_distrib]
    exact sum_congr rfl fun x _ => sum_congr rfl fun y _ => by ring
  · rw [sum_mul_sum, sum_mul_sum, sum_mul_sum]
    simp only [mul_sum, ← sum_add_distrib]
    exact sum_congr rfl fun x _ => sum_congr rfl fun y _ => by ring
```

The induction splits off the first shot: `hc` separates the sum over sequences, `hr` the weight and `hs` the recorded total. The preceding lemma then supplies the step from $n$ to $n+1$.

```lean
/-- Total weight, mean and second moment of the sum of `n` independent shots. -/
theorem repeated_moments (P f : Ω → ℝ) (hP : ∑ x, P x = 1) (n : ℕ) :
    ∑ ω, repeated P n ω = 1 ∧
    ∑ ω, repeated P n ω * (∑ k, f (ω k)) = n * mean P f ∧
    ∑ ω, repeated P n ω * (∑ k, f (ω k)) ^ 2
      = n * mean P (fun x => f x ^ 2) + n * (n - 1) * mean P f ^ 2 := by
  induction n with
  | zero => simp [repeated]
  | succ n ih =>
    obtain ⟨a, b, c⟩ := ih
    obtain ⟨a', b', c'⟩ := pair_moments P f (repeated P n) (fun ω => ∑ k, f (ω k))
    -- split off the first shot
    have hc : ∀ F : (Fin (n + 1) → Ω) → ℝ,
        ∑ ω, F ω = ∑ x, ∑ ω : Fin n → Ω, F (Fin.cons x ω) := by
      intro F
      rw [← (Fin.consEquiv (fun _ : Fin (n + 1) => Ω)).sum_comp, Fintype.sum_prod_type]
      rfl
    have hr : ∀ (x : Ω) (ω : Fin n → Ω),
        repeated P (n + 1) (Fin.cons x ω) = P x * repeated P n ω := by
      intro x ω
      simp [repeated, Fin.prod_univ_succ]
    have hs : ∀ (x : Ω) (ω : Fin n → Ω),
        ∑ k, f ((Fin.cons x ω : Fin (n + 1) → Ω) k) = f x + ∑ k, f (ω k) := by
      intro x ω
      simp [Fin.sum_univ_succ]
    refine ⟨?_, ?_, ?_⟩
    · rw [hc]
      simp only [hr]
      rw [a', a, hP, one_mul]
    · rw [hc]
      simp only [hr, hs]
      rw [b', a, b, hP]
      simp only [mean]
      push_cast
      ring
    · rw [hc]
      simp only [hr, hs]
      rw [c', a, b, c, hP]
      simp only [mean]
      push_cast
      ring
```

For the average, `h1` and `h2` take the factors $1/n$ and $1/n^2$ out of the moments, and `h3` recovers the second moment $g^2$ from the main theorem. The remaining algebra is the last display of the derivation by hand.

```lean
/-- The average of `n` independent error-cancellation shots has mean `M` and
variance `(g² - M²) / n`. -/
theorem pec_average (q m : ι → ℝ) (hg : 0 < cost q) (hm : ∀ i, |m i| ≤ 1)
    (n : ℕ) (hn : 0 < n) :
    mean (repeated (shotProb (pecProb q) m) n) (fun ω => (∑ k, pecSignal q (ω k)) / n)
      = ∑ i, q i * m i ∧
    variance (repeated (shotProb (pecProb q) m) n) (fun ω => (∑ k, pecSignal q (ω k)) / n)
      = (cost q ^ 2 - (∑ i, q i * m i) ^ 2) / n := by
  obtain ⟨-, hP, hM, hV⟩ := pec_mean_variance q m hg hm
  obtain ⟨a, b, c⟩ := repeated_moments _ (pecSignal q) hP n
  have hn' : (n : ℝ) ≠ 0 := Nat.cast_ne_zero.mpr hn.ne'
  have h1 : mean (repeated (shotProb (pecProb q) m) n)
      (fun ω => (∑ k, pecSignal q (ω k)) / n) = ∑ i, q i * m i := by
    rw [← hM, ← mul_div_cancel_left₀ (mean _ (pecSignal q)) hn', ← b, sum_div]
    exact sum_congr rfl fun ω _ => by ring
  have h2 : mean (repeated (shotProb (pecProb q) m) n)
      (fun ω => ((∑ k, pecSignal q (ω k)) / n) ^ 2)
      = (∑ ω, repeated (shotProb (pecProb q) m) n ω * (∑ k, pecSignal q (ω k)) ^ 2)
        / (n : ℝ) ^ 2 := by
    rw [sum_div]
    exact sum_congr rfl fun ω _ => by ring
  refine ⟨h1, ?_⟩
  rw [variance_eq _ _ hP, hM] at hV
  have h3 : mean (shotProb (pecProb q) m) (fun x => pecSignal q x ^ 2) = cost q ^ 2 := by
    linarith
  rw [variance_eq _ _ a, h1, h2, c, h3, hM]
  generalize ∑ i, q i * m i = M
  field_simp
  ring

end

end ProbabilisticErrorCancellation
```

```lean
#print axioms ProbabilisticErrorCancellation.pec_mean_variance
#print axioms ProbabilisticErrorCancellation.pec_sampling_optimal
#print axioms ProbabilisticErrorCancellation.pec_average
```

```
'ProbabilisticErrorCancellation.pec_mean_variance' depends on axioms: [propext, Classical.choice, Quot.sound]
'ProbabilisticErrorCancellation.pec_sampling_optimal' depends on axioms: [propext, Classical.choice, Quot.sound]
'ProbabilisticErrorCancellation.pec_average' depends on axioms: [propext, Classical.choice, Quot.sound]
```
